# Berry curvature of a separated band as a Kubo sum over the other bands

## Bands, energies and the curvature trace

Let $H(a,b)$ be the Hamiltonian matrix of a system in a finite orthonormal basis. The matrix depends on two real parameters; the basis states do not. In a band model of a crystal, $a$ and $b$ are two components of the crystal momentum. Label the bands by $m$, with energies $E_m(a,b)$ and projections $P_m(a,b)$, and write $\partial_1,\partial_2$ for the derivatives with respect to $a$ and $b$. The curvature trace of band $n$ is
$$\operatorname{tr}\big(P_n[\partial_1P_n,\partial_2P_n]\big).$$
For a Hermitian projection on one normalised state $u$ it equals $\langle\partial_1u|\partial_2u\rangle-\langle\partial_2u|\partial_1u\rangle$. The Berry curvature, with the connection $A_j=i\langle u|\partial_ju\rangle$, is $i$ times this trace.

The problem is to obtain the curvature trace from derivatives of the Hamiltonian. If $E_n$ differs from every other energy at the point considered, and $H$ and $P_n$ have both partial derivatives there, then
$$\operatorname{tr}\big(P_n[\partial_1P_n,\partial_2P_n]\big)=\sum_{m\neq n}\frac{\operatorname{tr}\big(P_n\,\partial_1H\,P_m\,\partial_2H-P_n\,\partial_2H\,P_m\,\partial_1H\big)}{(E_n-E_m)^2}.$$

The right-hand side is the sum over states that appears in the Kubo formula for the Hall response, with $\partial_jH$ as velocity operators in units where $\hbar=1$. For a crystal this presupposes cell-periodic basis functions that do not depend on the crystal momentum. Those built from atomic or Wannier orbitals do depend on it, and the full velocity and curvature then in general contain further terms with matrix elements of the position operator. The identity holds at a single parameter point. For non-interacting electrons in a clean crystal, linear-response theory relates the intrinsic Hall conductivity to the integral of the curvature over occupied states; that step is not derived here. A measured Hall conductivity can also contain contributions from scattering by disorder. For a non-interacting model with finitely many bands, the identity lets an electronic-structure program compute the curvature without differentiating eigenvectors, whose phases are arbitrary.

In the Lean code, the finite type `d` labels the basis states and the finite type `ι` labels the bands.

```lean
import Mathlib

open Matrix

namespace HallKubo

variable {d ι : Type*} [Fintype d] [DecidableEq d] [Fintype ι] [DecidableEq ι]
```

A matrix family is differentiated entry by entry. `HasMatDeriv A A' t` says that each entry of $A(s)$ has the corresponding entry of $A'$ as its derivative at $s=t$.

```lean
/-- The matrix family `A` has the entrywise derivative `A'` at the parameter value `t`. -/
def HasMatDeriv {d : Type*} (A : ℝ → Matrix d d ℂ) (A' : Matrix d d ℂ) (t : ℝ) : Prop :=
  ∀ i j, HasDerivAt (fun s => A s i j) (A' i j) t
```

The spectral decomposition is
$$P_mP_l=\delta_{ml}P_m,\qquad \sum_mP_m=1,\qquad H=\sum_mE_mP_m .$$
The three fields of the next structure are these three equations. The energies are real, and a projection may have any rank, so a multiplet that is degenerate at all parameter values can be treated as one band. The word "projection" is used more widely than in most quantum mechanics texts: Hermiticity is not required, so $H$ may also be a non-Hermitian matrix that is diagonalisable with real eigenvalues. Ordinary Hermitian Hamiltonians are included.

```lean
/-- `H` is the sum of real energies `E m` times band projections `P m`, which are idempotent,
mutually annihilating and complete. A band may have any rank. -/
structure IsBandDecomposition (H : Matrix d d ℂ) (E : ι → ℝ) (P : ι → Matrix d d ℂ) :
    Prop where
  mul : ∀ m l, P m * P l = if m = l then P m else 0
  complete : ∑ m, P m = 1
  spectral : H = ∑ m, (E m : ℂ) • P m
```

Multiplying $H=\sum_mE_mP_m$ by $P_l$ from either side leaves one term, so
$$HP_l=E_lP_l=P_lH .$$
The proof inserts the decomposition, distributes the product over the sum and uses the multiplication rule for the projections.

```lean
/-- On each band the Hamiltonian acts, from either side, as the energy of that band. -/
theorem IsBandDecomposition.eigen {H : Matrix d d ℂ} {E : ι → ℝ} {P : ι → Matrix d d ℂ}
    (h : IsBandDecomposition H E P) (l : ι) :
    H * P l = (E l : ℂ) • P l ∧ P l * H = (E l : ℂ) • P l := by
  constructor <;> rw [h.spectral] <;>
    simp only [Finset.sum_mul, Finset.mul_sum, smul_mul_assoc, mul_smul_comm, h.mul, smul_ite,
      smul_zero, Finset.sum_ite_eq, Finset.sum_ite_eq', Finset.mem_univ, if_true]
```

## What the projection's derivative can connect

Matrices need not commute, so the product rule keeps the order of the factors: $(AB)'=A'B+AB'$. Entrywise it is the ordinary product rule applied to each term of $\sum_kA_{ik}B_{kj}$.

```lean
omit [DecidableEq d] in
/-- The product rule for matrix families, with the order of the factors kept. -/
theorem HasMatDeriv.mul {A B : ℝ → Matrix d d ℂ} {A' B' : Matrix d d ℂ} {t : ℝ}
    (hA : HasMatDeriv A A' t) (hB : HasMatDeriv B B' t) :
    HasMatDeriv (fun s => A s * B s) (A' * B t + A t * B') t := by
  intro i j
  simp only [Matrix.add_apply, Matrix.mul_apply, ← Finset.sum_add_distrib]
  exact HasDerivAt.fun_sum fun k _ => (hA i k).fun_mul (hB k j)
```

Now vary one parameter and write $P$ for the projection on one band. Differentiating $P^2=P$ gives
$$P'P+PP'=P'.$$
Multiplying by $P$ from both sides turns this into $2PP'P=PP'P$, and therefore
$$PP'P=0 .$$
A changing projection thus has no derivative within its own band. In the proof, `hd` is the differentiated equation: the families $P^2$ and $P$ are the same, so their derivatives agree. The equation `e` is its version multiplied by $P$ on both sides.

```lean
omit [DecidableEq d] in
/-- A differentiable family of idempotents has no derivative inside its own band:
`P P' P = 0`. -/
theorem intraband {P : ℝ → Matrix d d ℂ} {P' : Matrix d d ℂ} {t : ℝ}
    (hi : ∀ s, P s * P s = P s) (hP : HasMatDeriv P P' t) : P t * P' * P t = 0 := by
  have hd : P' * P t + P t * P' = P' := by
    have h2 := hP.mul hP
    simp only [hi] at h2
    ext i j
    exact (h2 i j).unique (hP i j)
  have e : P t * P' * (P t * P t) + (P t * P t) * P' * P t = P t * P' * P t := by
    have := congrArg (fun X => P t * X * P t) hd
    simpa only [mul_add, add_mul, mul_assoc] using this
  rw [hi] at e
  calc P t * P' * P t = P t * P' * P t + P t * P' * P t - P t * P' * P t := by abel
    _ = 0 := by rw [e, sub_self]
```

The Hamiltonian enters through $HP_n=P_nH$. Differentiation gives
$$H'P_n+HP_n'=P_n'H+P_nH'.$$
Take $m\neq n$ and multiply by $P_n$ on the left and $P_m$ on the right. The first term vanishes because $P_nP_m=0$. In the second and third terms $H$ acts as an energy, which leaves
$$E_n\,P_nP_n'P_m=E_m\,P_nP_n'P_m+P_nH'P_m ,$$
$$P_nH'P_m=(E_n-E_m)\,P_nP_n'P_m .$$
With the outer projections exchanged, the last term vanishes instead, and
$$P_mH'P_n=(E_n-E_m)\,P_mP_n'P_n .$$
Both results have the same energy difference, with the same sign.

In the proof, `hc` is the differentiated commutation relation and `e` is its version between arbitrary bands $l$ and $r$. To obtain `hc`, both products are recognised as the single family $E_nP_n$, which is never split by the product rule. Differentiability of the energies is therefore not assumed, nor is that of the projections on the other bands.

```lean
/-- Between band `n` and a different band `m`, in either order, the derivative of the Hamiltonian is
`E n - E m` times the derivative of the projection on band `n`, if both derivatives exist. -/
theorem interband {H : ℝ → Matrix d d ℂ} {E : ℝ → ι → ℝ} {P : ℝ → ι → Matrix d d ℂ}
    (h : ∀ s, IsBandDecomposition (H s) (E s) (P s)) {t : ℝ} {n m : ι} (hmn : m ≠ n)
    {H' P' : Matrix d d ℂ} (hH : HasMatDeriv H H' t)
    (hP : HasMatDeriv (fun s => P s n) P' t) :
    P t n * H' * P t m = ((E t n : ℂ) - E t m) • (P t n * P' * P t m) ∧
    P t m * H' * P t n = ((E t n : ℂ) - E t m) • (P t m * P' * P t n) := by
  have hr := fun s l => ((h s).eigen l).1
  have hl := fun s l => ((h s).eigen l).2
  -- differentiate `H P = P H`, then sandwich between two bands
  have hc : H' * P t n + H t * P' = P' * H t + P t n * H' := by
    have h1 := hH.mul hP
    have h2 := hP.mul hH
    simp only [hr] at h1
    simp only [hl] at h2
    ext i j
    exact (h1 i j).unique (h2 i j)
  have e : ∀ l r, P t l * H' * (P t n * P t r) + (P t l * H t) * P' * P t r
      = P t l * P' * (H t * P t r) + (P t l * P t n) * H' * P t r := by
    intro l r
    have := congrArg (fun X => P t l * X * P t r) hc
    simpa only [mul_add, add_mul, mul_assoc] using this
  constructor
  · have e1 := e n m
    rw [hl, hr, (h t).mul n m, (h t).mul n n, if_neg hmn.symm, if_pos rfl] at e1
    simp only [mul_zero, zero_add, smul_mul_assoc, mul_smul_comm] at e1
    rw [sub_smul, e1]
    abel
  · have e1 := e m n
    rw [hl, hr, (h t).mul n n, (h t).mul m n, if_neg hmn, if_pos rfl] at e1
    simp only [zero_mul, add_zero, smul_mul_assoc, mul_smul_comm] at e1
    rw [sub_smul]
    exact eq_sub_of_add_eq e1
```

## From matrix elements to the sum over states

For idempotents $p$ and $q$ and any matrices $U$ and $V$, cyclicity of the trace gives
$$\operatorname{tr}(pUqV)=\operatorname{tr}\big((pUq)(qVp)\big).$$
This describes a transition from one band to another and back, and it puts the trace in a form to which the two previous relations apply.

```lean
omit [DecidableEq d] in
/-- For idempotents `p` and `q`, the trace of `p U q V` is that of the closed transition
from `p` to `q` and back. -/
theorem trace_transition {p q : Matrix d d ℂ} (U V : Matrix d d ℂ) (hp : p * p = p)
    (hq : q * q = q) : trace (p * U * q * V) = trace ((p * U * q) * (q * V * p)) := by
  rw [show (p * U * q) * (q * V * p) = p * U * (q * q) * V * p by simp only [mul_assoc], hq,
    Matrix.trace_mul_comm (p * U * q * V) p,
    show p * (p * U * q * V) = p * p * U * q * V by simp only [mul_assoc], hp]
```

Insert $1=\sum_mP_m$ between the two derivatives:
$$\operatorname{tr}(P_n\,\partial_1P_n\,\partial_2P_n)=\sum_m\operatorname{tr}(P_n\,\partial_1P_n\,P_m\,\partial_2P_n).$$
The term $m=n$ contains $P_n\,\partial_1P_n\,P_n=0$. For $m\neq n$, the transition identity and the two relations between bands give
$$\operatorname{tr}(P_n\,\partial_1P_n\,P_m\,\partial_2P_n)=\frac{\operatorname{tr}(P_n\,\partial_1H\,P_m\,\partial_2H)}{(E_n-E_m)^2}.$$

In the code the point is `(x, y)`. The subscripts of `H₁`, `H₂`, `P₁` and `P₂` denote the parameter of differentiation, not a band: `P₁` is $\partial_1P_n$ at that point. The hypothesis `h` provides the spectral decomposition at all parameter values, while `hE` concerns the point `(x, y)` alone and demands that $E_n$ differ there from the other energies. The other energies may coincide with one another. Physically, `hE` says that band $n$ does not touch another band at this point. Some separation is needed: if all energies equal the same constant, $H$ is constant and has no record of how the projections turn.

The theorem is called `geometric_tensor` because, for a Hermitian projection on one state, its left-hand side is a component of the quantum geometric tensor. In the proof, `hs` inserts the complete set of bands, `hn` removes the term $m=n$, and `i₁` and `i₂` are the relations between bands for the two parameters.

```lean
-- Common setting: band `n` is separated at `(x, y)`; `H` and `P n` have partial derivatives.
variable {H : ℝ → ℝ → Matrix d d ℂ} {E : ℝ → ℝ → ι → ℝ} {P : ℝ → ℝ → ι → Matrix d d ℂ}
  {x y : ℝ} {n : ι} {H₁ H₂ P₁ P₂ : Matrix d d ℂ}
  (h : ∀ a b, IsBandDecomposition (H a b) (E a b) (P a b))
  (hE : ∀ m, m ≠ n → E x y m ≠ E x y n)
  (hH₁ : HasMatDeriv (fun a => H a y) H₁ x) (hH₂ : HasMatDeriv (fun b => H x b) H₂ y)
  (hP₁ : HasMatDeriv (fun a => P a y n) P₁ x) (hP₂ : HasMatDeriv (fun b => P x b n) P₂ y)
include h hE hH₁ hH₂ hP₁ hP₂

/-- Sum over states for the trace of `P ∂₁P ∂₂P`, if `H` and the projection `P` on band `n`
have both partial derivatives and the energy of band `n` differs from all others. -/
theorem geometric_tensor :
    trace (P x y n * P₁ * P₂) = ∑ m ∈ Finset.univ.erase n,
      trace (P x y n * H₁ * P x y m * H₂) / ((E x y n : ℂ) - E x y m) ^ 2 := by
  have idem : ∀ a b m, P a b m * P a b m = P a b m := fun a b m => by
    rw [(h a b).mul m m, if_pos rfl]
  have z : P x y n * P₁ * P x y n = 0 :=
    intraband (P := fun a => P a y n) (t := x) (fun a => idem a y n) hP₁
  -- insert the complete set of bands; the term `m = n` vanishes
  have hs : P x y n * P₁ * P₂ = ∑ m, P x y n * P₁ * P x y m * P₂ := by
    rw [← Finset.sum_mul, ← Finset.mul_sum, (h x y).complete, mul_one]
  have hn : trace (P x y n * P₁ * P x y n * P₂) = 0 := by
    rw [z, zero_mul, Matrix.trace_zero]
  have he : ∑ m ∈ Finset.univ.erase n, trace (P x y n * P₁ * P x y m * P₂)
      = ∑ m, trace (P x y n * P₁ * P x y m * P₂) := Finset.sum_erase _ hn
  rw [hs, Matrix.trace_sum, ← he]
  refine Finset.sum_congr rfl fun m hm => ?_
  have hmn := Finset.ne_of_mem_erase hm
  have hne : (E x y n : ℂ) - E x y m ≠ 0 :=
    sub_ne_zero.mpr (by exact_mod_cast (hE m hmn).symm)
  have i₁ := interband (H := fun a => H a y) (E := fun a => E a y) (P := fun a => P a y)
    (fun a => h a y) hmn hH₁ hP₁
  have i₂ := interband (H := fun b => H x b) (E := fun b => E x b) (P := fun b => P x b)
    (fun b => h x b) hmn hH₂ hP₂
  rw [trace_transition P₁ P₂ (idem x y n) (idem x y m),
    trace_transition H₁ H₂ (idem x y n) (idem x y m), i₁.1, i₂.2,
    eq_div_iff (pow_ne_zero 2 hne)]
  simp only [smul_mul_assoc, mul_smul_comm, Matrix.trace_smul, smul_eq_mul]
  ring
```

Exchanging the two parameters gives the same formula for $\operatorname{tr}(P_n\,\partial_2P_n\,\partial_1P_n)$. Subtracting it from the first formula, term by term, yields the Kubo sum. The proof does exactly this with `g₁` and `g₂`. No second derivatives occur.

```lean
/-- Kubo formula for the curvature trace of band `n`, if `H` and the projection on the band
have both partial derivatives and its energy differs from all others. -/
theorem kubo_formula :
    trace (P x y n * (P₁ * P₂ - P₂ * P₁)) = ∑ m ∈ Finset.univ.erase n,
      trace (P x y n * H₁ * P x y m * H₂ - P x y n * H₂ * P x y m * H₁)
        / ((E x y n : ℂ) - E x y m) ^ 2 := by
  have g₁ := geometric_tensor h hE hH₁ hH₂ hP₁ hP₂
  -- the same identity with the two parameters exchanged
  have g₂ := geometric_tensor (H := fun b a => H a b) (E := fun b a => E a b)
    (P := fun b a => P a b) (x := y) (y := x) (fun b a => h a b) hE hH₂ hH₁ hP₂ hP₁
  rw [mul_sub, Matrix.trace_sub, ← mul_assoc, ← mul_assoc, g₁, g₂, ← Finset.sum_sub_distrib]
  refine Finset.sum_congr rfl fun m _ => ?_
  rw [Matrix.trace_sub, sub_div]
```

## One band, a spin one-half and a two-level family

The smallest case has a single band. Completeness then forces $P_n=1$, so its derivatives vanish, and the sum over $m\neq n$ is empty. Both sides are zero.

For a Hermitian instance with numbers, take a spin one-half with $H=a\sigma_x+b\sigma_y+\sigma_z$ at $a=b=0$, and let $n$ be the upper level. The energies there are $\pm1$, and
$$P_n=\tfrac12(1+\sigma_z),\qquad \partial_1P_n=\tfrac12\sigma_x,\qquad \partial_2P_n=\tfrac12\sigma_y .$$
The commutator is $\tfrac{i}{2}\sigma_z$, so the curvature trace is $i/2$. In the Kubo sum $\partial_1H=\sigma_x$ and $\partial_2H=\sigma_y$. The only term has numerator
$$\langle{\uparrow}|\sigma_x|{\downarrow}\rangle\langle{\downarrow}|\sigma_y|{\uparrow}\rangle-\langle{\uparrow}|\sigma_y|{\downarrow}\rangle\langle{\downarrow}|\sigma_x|{\uparrow}\rangle=i-(-i)=2i$$
and denominator $2^2$, which again gives $i/2$.

The example in the Lean code has polynomial entries:
$$P(a,b)=\begin{pmatrix}1-ab&b\\a(1-ab)&ab\end{pmatrix}=\begin{pmatrix}1\\a\end{pmatrix}\begin{pmatrix}1-ab&b\end{pmatrix}.$$
The row times the column is $1$, so $P^2=P$.

```lean
omit h hE hH₁ hH₂ hP₁ hP₂

/-- A two-level matrix family, polynomial in both parameters. -/
def bandP (a b : ℝ) : Matrix (Fin 2) (Fin 2) ℂ := !![1 - a * b, b; a * (1 - a * b), a * b]
```

Take $H=P$, with band $0$ of energy $1$ and projection $P$, and band $1$ of energy $0$ and projection $1-P$. At the origin
$$P=\begin{pmatrix}1&0\\0&0\end{pmatrix},\qquad \partial_1P=\begin{pmatrix}0&0\\1&0\end{pmatrix},\qquad \partial_2P=\begin{pmatrix}0&1\\0&0\end{pmatrix}.$$
The commutator is $\operatorname{diag}(-1,1)$, and the curvature trace of band $0$ is $-1$. The Kubo sum has one term, with numerator $0-1$ and denominator $(1-0)^2$, and has the same value. A real nonzero trace is possible because this family is not Hermitian; for Hermitian projections the curvature trace is purely imaginary.

The theorem `kubo_witness` establishes the decomposition at all parameter values, the two derivatives at the origin and the trace $-1$. The hypotheses of `kubo_formula` are thus met by a model with nonzero curvature. The proof checks $P^2=P$ and the two derivatives entry by entry; the decomposition then follows by algebra, and the trace by direct computation.

```lean
/-- The Hamiltonian `bandP` has bands of energies `1` and `0`, explicit partial derivatives at
the origin, and there the curvature trace `-1` in the band of energy `1`. -/
theorem kubo_witness :
    (∀ a b, IsBandDecomposition (bandP a b) ![1, 0] ![bandP a b, 1 - bandP a b]) ∧
    HasMatDeriv (fun a => bandP a 0) !![0, 0; 1, 0] 0 ∧
    HasMatDeriv (fun b => bandP 0 b) !![0, 1; 0, 0] 0 ∧
    trace (bandP 0 0 * (!![0, 0; 1, 0] * !![0, 1; 0, 0] - !![0, 1; 0, 0] * !![0, 0; 1, 0]))
      = -1 := by
  have hP : ∀ a b, bandP a b * bandP a b = bandP a b := by
    intro a b
    ext i j
    fin_cases i <;> fin_cases j <;> simp [bandP, Matrix.mul_apply, Fin.sum_univ_two] <;> ring
  have hid : HasDerivAt (fun s : ℝ => (s : ℂ)) 1 0 :=
    (hasDerivAt_id ((0 : ℝ) : ℂ)).comp_ofReal
  refine ⟨fun a b => ⟨fun m l => ?_, ?_, ?_⟩, fun i j => ?_, fun i j => ?_, ?_⟩
  · fin_cases m <;> fin_cases l <;> simp [mul_sub, sub_mul, hP]
  · simp [Fin.sum_univ_two]
  · simp [Fin.sum_univ_two]
  · fin_cases i <;> fin_cases j
    · simp [bandP, hasDerivAt_const]
    · simp [bandP, hasDerivAt_const]
    · simpa [bandP] using hid
    · simp [bandP, hasDerivAt_const]
  · fin_cases i <;> fin_cases j
    · simp [bandP, hasDerivAt_const]
    · simpa [bandP] using hid
    · simp [bandP, hasDerivAt_const]
    · simp [bandP, hasDerivAt_const]
  · simp [bandP, Matrix.trace_fin_two]

end HallKubo
```

```lean
#print axioms HallKubo.kubo_formula
-- 'HallKubo.kubo_formula' depends on axioms: [propext, Classical.choice, Quot.sound]
```
